# A Hermitian potential with prescribed action on independent partial waves exists exactly when \(\Phi^\dagger X\) is Hermitian

## From partial waves to a nonlocal potential

In one method of generating a nonlocal pseudopotential, one chooses smooth partial waves \(\phi_j\) at reference energies \(\varepsilon_j\), computes the images \(\chi_j = (\varepsilon_j - H_{\mathrm{loc}})\phi_j\), where \(H_{\mathrm{loc}}\) contains the kinetic energy and the local potential, and then looks for a nonlocal potential \(V\) with \(V\phi_j = \chi_j\). Such a \(V\) makes each \(\phi_j\) a solution of \((H_{\mathrm{loc}}+V)\phi_j = \varepsilon_j\phi_j\). It must also be Hermitian, and this restricts the images.

In a finite orthonormal basis, let \(\Phi\) be the \(n\times m\) matrix with columns \(\phi_j\), and \(X\) the matrix with columns \(\chi_j\). The restriction concerns the \(m\times m\) matrix
\[
B = \Phi^\dagger X,\qquad B_{ij} = \langle\phi_i|\chi_j\rangle .
\]
If \(B\) is Hermitian and invertible, the separable form \(XB^{-1}X^\dagger\) is a suitable potential. If \(B\) is Hermitian and the partial waves are linearly independent, a different formula works without inverting \(B\), so a singular \(B\) is no obstacle in this finite-basis model.

The Hermiticity of \(B\) has a direct meaning if \(H_{\mathrm{loc}}\) is a Hermitian matrix in the same basis and the \(\varepsilon_j\) are real. Then
\[
B_{ij} - \overline{B_{ji}} = (\varepsilon_j-\varepsilon_i)\,\langle\phi_i|\phi_j\rangle ,
\]
so the condition says that partial waves with different reference energies are orthogonal, as eigenvectors of a Hermitian matrix must be. In atomic generation the integrals run over a sphere, where the kinetic energy adds surface terms and the condition takes another form.

## The existence criterion in Lean's terms

The theorem `exists_hermitian_potential_iff` says: let the columns of \(\Phi\) be independent and let \(X\) be any matrix of the same shape. Then a Hermitian \(V\) with \(V\Phi = X\) exists if and only if \(\Phi^\dagger X\) is Hermitian.

- `Matrix n m ℂ` is the type of \(\Phi\) and \(X\). The finite index types `n` and `m` label basis functions and partial waves.
- `IndependentColumns Φ` says that \(\Phi c = 0\) forces \(c=0\). The waves need not be normalised or mutually orthogonal.
- `ᴴ` is the conjugate transpose, written \(\dagger\) here. `IsHermitian` means equality with it, which represents a Hermitian operator because the basis is orthonormal.
- `dualProjectors Φ`, `symmetricPotential Φ X` and `residual Φ` are the matrices \(P\), \(V_0\) and \(Q\) defined below.
- `strength V` is \(\sum_{ij}|V_{ij}|^2\), the squared Frobenius norm.

The images are arbitrary data: no Schrödinger equation enters the file. Nor is \(V\) required to be confined to an atomic sphere, to respect rotational symmetry or to be free of ghost states. The overlap operator of a generalised ultrasoft eigenvalue problem is absent too.

## Constructing the potential

**The overlap matrix is invertible.** Let \(S=\Phi^\dagger\Phi\). If \(Sc=0\), then \(0=c^\dagger\Phi^\dagger\Phi c=\|\Phi c\|^2\), so \(\Phi c=0\) and, by independence, \(c=0\). A square matrix with no nonzero null vector is invertible. Define the dual projectors \(P=\Phi S^{-1}\). Since \(S\) is Hermitian,
\[
P^\dagger = S^{-1}\Phi^\dagger,\qquad P^\dagger\Phi = S^{-1}S = 1 .
\]

**Hermiticity of \(B\) is necessary.** If \(V^\dagger=V\) and \(V\Phi=X\), then \(B=\Phi^\dagger V\Phi\), and
\[
B^\dagger=\Phi^\dagger V^\dagger\Phi=\Phi^\dagger V\Phi=B .
\]
This direction doesn't use independence.

**It is also sufficient.** Let \(B^\dagger=B\) and set
\[
V_0 = XP^\dagger + PX^\dagger - PBP^\dagger .
\]
Taking the adjoint exchanges the first two terms and turns the third into \(PB^\dagger P^\dagger=PBP^\dagger\), so \(V_0\) is Hermitian. Using \(P^\dagger\Phi=1\) and \(X^\dagger\Phi=B^\dagger=B\),
\[
V_0\Phi = X + PB - PB = X .
\]

## All solutions, and the smallest one

Let \(Q=1-\Phi P^\dagger=1-\Phi S^{-1}\Phi^\dagger\). It is Hermitian, and \(Q\Phi=\Phi-\Phi P^\dagger\Phi=0\). If \(W\) is Hermitian, then \(V_0+QWQ\) is Hermitian and still sends \(\Phi\) to \(X\).

Conversely, let \(V\) be any Hermitian solution and put \(D=V-V_0\). Then \(D\) is Hermitian and \(D\Phi=0\), so \(DQ=D-D\Phi P^\dagger=D\). The adjoint of this equation is \(QD=D\). Hence \(D=QDQ\), and \(W=D\) gives the required form.

To compare sizes, note that for a Hermitian matrix
\[
\sum_{ij}|V_{ij}|^2=\sum_{ij}V_{ij}V_{ji}=\operatorname{tr}V^2 .
\]
With \(V=V_0+D\), this becomes
\[
\operatorname{tr}V^2=\operatorname{tr}V_0^2+2\operatorname{tr}(V_0D)+\operatorname{tr}D^2 .
\]
The adjoint of \(D\Phi=0\) is \(\Phi^\dagger D=0\), so \(P^\dagger D=S^{-1}\Phi^\dagger D=0\). Two of the three terms of \(V_0D\) vanish, leaving \(V_0D=PX^\dagger D\). Its trace is
\[
\operatorname{tr}(PX^\dagger D)=\operatorname{tr}(X^\dagger DP)=0,
\]
because \(DP=D\Phi S^{-1}=0\). The strengths of \(V_0\) and \(D\) therefore add up to that of \(V\). No Hermitian solution is weaker than \(V_0\), and one of equal strength has \(D=0\).

## A singular \(B\), and two identical waves

Take one partial wave \(\Phi=(1,0)^T\) with image \(X=(0,1)^T\). Then \(B=0\), so \(B^{-1}\) does not exist, yet
\[
V=\begin{pmatrix}0&1\\1&0\end{pmatrix}
\]
is Hermitian and satisfies \(V\Phi=X\).

Independence is a different matter. Let
\[
\Phi=\begin{pmatrix}1&1\\0&0\end{pmatrix},\qquad
X=\begin{pmatrix}0&0\\1&-1\end{pmatrix}.
\]
Again \(B=0\), which is Hermitian. But the two partial waves are the same vector and their prescribed images differ. No matrix \(V\), Hermitian or otherwise, can send one vector to two images. These images are chosen freely, to test the theorem for arbitrary \(X\). The formula \(\chi_j=(\varepsilon_j-H_{\mathrm{loc}})\phi_j\) could not produce them, because two images of the same wave \(\phi\) would then differ by a multiple of \(\phi\).

## The complete Lean file

```lean
import Mathlib

open Matrix
open scoped ComplexOrder

namespace SymmetricPotentialFromPartialWaves

noncomputable section

variable {n m : Type*} [Fintype n] [Fintype m] [DecidableEq m]

/-- The partial waves, stored as the columns of `Φ`, are linearly independent. -/
def IndependentColumns (Φ : Matrix n m ℂ) : Prop :=
  ∀ c : m → ℂ, Φ *ᵥ c = 0 → c = 0

/-- The dual projectors `P = Φ (Φᴴ Φ)⁻¹` built from the partial waves. -/
def dualProjectors (Φ : Matrix n m ℂ) : Matrix n m ℂ :=
  Φ * (Φᴴ * Φ)⁻¹

/-- The potential `X Pᴴ + P Xᴴ - P (Φᴴ X) Pᴴ` built from partial waves `Φ` and
prescribed images `X`. -/
def symmetricPotential (Φ X : Matrix n m ℂ) : Matrix n n ℂ :=
  X * (dualProjectors Φ)ᴴ + dualProjectors Φ * Xᴴ
    - dualProjectors Φ * (Φᴴ * X) * (dualProjectors Φ)ᴴ

/-- The matrix `1 - Φ Pᴴ`, where `P` is `dualProjectors Φ`. -/
def residual [DecidableEq n] (Φ : Matrix n m ℂ) : Matrix n n ℂ :=
  1 - Φ * (dualProjectors Φ)ᴴ

/-- The sum of the squared moduli of all matrix elements of a potential. -/
def strength (V : Matrix n n ℂ) : ℝ := ∑ i, ∑ j, ‖V i j‖ ^ 2

lemma dual_conjTranspose (Φ : Matrix n m ℂ) :
    (dualProjectors Φ)ᴴ = (Φᴴ * Φ)⁻¹ * Φᴴ := by
  unfold dualProjectors
  rw [conjTranspose_mul, conjTranspose_nonsing_inv, conjTranspose_mul,
    conjTranspose_conjTranspose]

/-- For independent partial waves the dual projectors satisfy `Pᴴ Φ = 1`. -/
theorem dual_mul_waves {Φ : Matrix n m ℂ} (hΦ : IndependentColumns Φ) :
    (dualProjectors Φ)ᴴ * Φ = 1 := by
  -- a null vector of the overlap matrix would be a linear dependence
  have hdet : (Φᴴ * Φ).det ≠ 0 := by
    intro h
    obtain ⟨v, hv, hv0⟩ := Matrix.exists_mulVec_eq_zero_iff.mpr h
    exact hv (hΦ v ((Matrix.conjTranspose_mul_self_mulVec_eq_zero Φ v).mp hv0))
  rw [dual_conjTranspose, Matrix.mul_assoc,
    Matrix.nonsing_inv_mul _ (isUnit_iff_ne_zero.mpr hdet)]

/-- If `Φᴴ X` is Hermitian, the potential built from `Φ` and `X` is Hermitian. -/
theorem symmetricPotential_isHermitian {Φ X : Matrix n m ℂ}
    (hB : (Φᴴ * X).IsHermitian) : (symmetricPotential Φ X).IsHermitian := by
  have hB' := hB.eq
  rw [conjTranspose_mul, conjTranspose_conjTranspose] at hB'
  change (symmetricPotential Φ X)ᴴ = symmetricPotential Φ X
  unfold symmetricPotential
  simp only [conjTranspose_sub, conjTranspose_add, conjTranspose_mul,
    conjTranspose_conjTranspose, hB']
  simp only [Matrix.mul_assoc]
  abel

/-- For independent partial waves with `Φᴴ X` Hermitian, the potential sends each
partial wave to its prescribed image. -/
theorem symmetricPotential_mul_waves {Φ X : Matrix n m ℂ} (hΦ : IndependentColumns Φ)
    (hB : (Φᴴ * X).IsHermitian) : symmetricPotential Φ X * Φ = X := by
  have hB' := hB.eq
  rw [conjTranspose_mul, conjTranspose_conjTranspose] at hB'
  have hd := dual_mul_waves hΦ
  unfold symmetricPotential
  simp only [Matrix.sub_mul, Matrix.add_mul, Matrix.mul_assoc, hd, hB', Matrix.mul_one]
  abel

omit [Fintype m] [DecidableEq m] in
lemma isHermitian_of_solution {Φ X : Matrix n m ℂ} {V : Matrix n n ℂ}
    (hV : V.IsHermitian) (h : V * Φ = X) : (Φᴴ * X).IsHermitian := by
  subst h
  change (Φᴴ * (V * Φ))ᴴ = Φᴴ * (V * Φ)
  simp only [conjTranspose_mul, conjTranspose_conjTranspose, hV.eq, Matrix.mul_assoc]

/-- For independent partial waves `Φ`, a Hermitian potential with `V Φ = X` exists
if and only if the matrix `Φᴴ X` is Hermitian. -/
theorem exists_hermitian_potential_iff {Φ : Matrix n m ℂ} (hΦ : IndependentColumns Φ)
    (X : Matrix n m ℂ) :
    (∃ V : Matrix n n ℂ, V.IsHermitian ∧ V * Φ = X) ↔ (Φᴴ * X).IsHermitian :=
  ⟨fun ⟨_, hV, h⟩ => isHermitian_of_solution hV h,
    fun hB => ⟨symmetricPotential Φ X, symmetricPotential_isHermitian hB,
      symmetricPotential_mul_waves hΦ hB⟩⟩

/-- For independent partial waves with `Φᴴ X` Hermitian, the Hermitian solutions of `V Φ = X` are
the explicit potential plus any Hermitian operator sandwiched between residual operators. -/
theorem hermitian_solutions_iff [DecidableEq n] {Φ X : Matrix n m ℂ}
    (hΦ : IndependentColumns Φ) (hB : (Φᴴ * X).IsHermitian) (V : Matrix n n ℂ) :
    (V.IsHermitian ∧ V * Φ = X) ↔ ∃ W : Matrix n n ℂ, W.IsHermitian ∧
      V = symmetricPotential Φ X + residual Φ * W * residual Φ := by
  have h0 := symmetricPotential_isHermitian hB
  have h1 := symmetricPotential_mul_waves hΦ hB
  have hQ : (residual Φ)ᴴ = residual Φ := by
    unfold residual
    rw [conjTranspose_sub, conjTranspose_one, conjTranspose_mul,
      conjTranspose_conjTranspose, dual_conjTranspose, dualProjectors, Matrix.mul_assoc]
  have hQΦ : residual Φ * Φ = 0 := by
    rw [residual, Matrix.sub_mul, Matrix.one_mul, Matrix.mul_assoc, dual_mul_waves hΦ,
      Matrix.mul_one, sub_self]
  constructor
  · rintro ⟨hV, h⟩
    -- the difference of two solutions is unchanged by the residual operator
    have hD : (V - symmetricPotential Φ X).IsHermitian := hV.sub h0
    have hDQ : (V - symmetricPotential Φ X) * residual Φ = V - symmetricPotential Φ X := by
      rw [residual, Matrix.mul_sub, Matrix.mul_one, ← Matrix.mul_assoc,
        Matrix.sub_mul V, h, h1, sub_self, Matrix.zero_mul, sub_zero]
    have hQD := congrArg conjTranspose hDQ
    rw [conjTranspose_mul, hQ, hD.eq] at hQD
    refine ⟨V - symmetricPotential Φ X, hD, ?_⟩
    rw [hQD, hDQ]
    abel
  · rintro ⟨W, hW, rfl⟩
    refine ⟨h0.add ?_, ?_⟩
    · change (residual Φ * W * residual Φ)ᴴ = residual Φ * W * residual Φ
      simp only [conjTranspose_mul, hQ, hW.eq, Matrix.mul_assoc]
    · rw [Matrix.add_mul, h1, Matrix.mul_assoc (residual Φ * W), hQΦ, Matrix.mul_zero,
        add_zero]

lemma strength_eq_trace {V : Matrix n n ℂ} (hV : V.IsHermitian) :
    strength V = (V * V).trace.re := by
  simp only [strength, Matrix.trace, Matrix.diag_apply, Matrix.mul_apply, Complex.re_sum]
  refine Finset.sum_congr rfl fun i _ => Finset.sum_congr rfl fun j _ => ?_
  have h : V j i = star (V i j) := (hV.apply j i).symm
  rw [h, Complex.sq_norm, Complex.normSq_apply]
  simp [Complex.mul_re]

/-- For independent partial waves, the strength of any Hermitian solution of `V Φ = X` is the
strength of the explicit potential plus the strength of their difference. -/
theorem strength_solution {Φ X : Matrix n m ℂ} (hΦ : IndependentColumns Φ)
    {V : Matrix n n ℂ} (hV : V.IsHermitian) (h : V * Φ = X) :
    strength V = strength (symmetricPotential Φ X)
      + strength (V - symmetricPotential Φ X) := by
  have hB := isHermitian_of_solution hV h
  have h0 := symmetricPotential_isHermitian hB
  have hD := hV.sub h0
  have hDΦ : (V - symmetricPotential Φ X) * Φ = 0 := by
    rw [Matrix.sub_mul, h, symmetricPotential_mul_waves hΦ hB, sub_self]
  rw [strength_eq_trace hV, strength_eq_trace h0, strength_eq_trace hD]
  obtain ⟨D, hDdef⟩ : ∃ D, D = V - symmetricPotential Φ X := ⟨_, rfl⟩
  rw [← hDdef] at hD hDΦ ⊢
  have hΦD := congrArg conjTranspose hDΦ
  rw [conjTranspose_mul, hD.eq, conjTranspose_zero] at hΦD
  have hPD : (dualProjectors Φ)ᴴ * D = 0 := by
    rw [dual_conjTranspose, Matrix.mul_assoc, hΦD, Matrix.mul_zero]
  have hDP : D * dualProjectors Φ = 0 := by
    rw [dualProjectors, ← Matrix.mul_assoc, hDΦ, Matrix.zero_mul]
  -- the cross term vanishes under the trace
  have hcross : (symmetricPotential Φ X * D).trace = 0 := by
    have e : symmetricPotential Φ X * D = dualProjectors Φ * (Xᴴ * D) := by
      simp only [symmetricPotential, Matrix.sub_mul, Matrix.add_mul, Matrix.mul_assoc,
        hPD, Matrix.mul_zero, zero_add, sub_zero]
    rw [e, Matrix.trace_mul_comm, Matrix.mul_assoc, hDP, Matrix.mul_zero, Matrix.trace_zero]
  have hVD : V = symmetricPotential Φ X + D := by rw [hDdef]; abel
  rw [hVD, Matrix.add_mul, Matrix.mul_add, Matrix.mul_add, Matrix.trace_add,
    Matrix.trace_add, Matrix.trace_add, Matrix.trace_mul_comm D (symmetricPotential Φ X),
    hcross]
  simp

/-- For independent partial waves, a Hermitian solution of `V Φ = X` that is no stronger than the
explicit potential equals it. -/
theorem eq_symmetricPotential_of_strength_le {Φ X : Matrix n m ℂ}
    (hΦ : IndependentColumns Φ) {V : Matrix n n ℂ} (hV : V.IsHermitian) (h : V * Φ = X)
    (hle : strength V ≤ strength (symmetricPotential Φ X)) :
    V = symmetricPotential Φ X := by
  have hs := strength_solution hΦ hV h
  have hD : strength (V - symmetricPotential Φ X) ≤ 0 := by linarith
  refine sub_eq_zero.mp (Matrix.ext fun i j => ?_)
  -- each squared matrix element is bounded by the total strength
  have h1 : ‖(V - symmetricPotential Φ X) i j‖ ^ 2
      ≤ ∑ l, ‖(V - symmetricPotential Φ X) i l‖ ^ 2 :=
    Finset.single_le_sum (f := fun l => ‖(V - symmetricPotential Φ X) i l‖ ^ 2)
      (fun l _ => by positivity) (Finset.mem_univ j)
  have h2 : ∑ l, ‖(V - symmetricPotential Φ X) i l‖ ^ 2
      ≤ strength (V - symmetricPotential Φ X) :=
    Finset.single_le_sum (f := fun k => ∑ l, ‖(V - symmetricPotential Φ X) k l‖ ^ 2)
      (fun k _ => by positivity) (Finset.mem_univ i)
  have h3 : ‖(V - symmetricPotential Φ X) i j‖ ^ 2 = 0 :=
    le_antisymm (by linarith) (by positivity)
  exact norm_eq_zero.mp (pow_eq_zero_iff (two_ne_zero)|>.mp h3)

/-- One partial wave in two dimensions with an orthogonal image: `Φᴴ X` is zero, and
the Hermitian matrix that swaps the two basis vectors satisfies `V Φ = X`. -/
theorem singular_witness :
    IndependentColumns (!![1; 0] : Matrix (Fin 2) (Fin 1) ℂ) ∧
    (!![1; 0] : Matrix (Fin 2) (Fin 1) ℂ)ᴴ *
      (!![0; 1] : Matrix (Fin 2) (Fin 1) ℂ) = 0 ∧
    (!![0, 1; 1, 0] : Matrix (Fin 2) (Fin 2) ℂ).IsHermitian ∧
    (!![0, 1; 1, 0] : Matrix (Fin 2) (Fin 2) ℂ) *
      (!![1; 0] : Matrix (Fin 2) (Fin 1) ℂ) = (!![0; 1] : Matrix (Fin 2) (Fin 1) ℂ) := by
  refine ⟨?_, ?_, ?_, ?_⟩
  · intro c hc
    have h := congrFun hc 0
    funext i
    rw [Subsingleton.elim i 0]
    simpa [Matrix.mulVec, dotProduct] using h
  · ext i j
    fin_cases i
    fin_cases j
    simp [Matrix.mul_apply, Fin.sum_univ_succ]
  · ext i j
    fin_cases i <;> fin_cases j <;> simp
  · ext i j
    fin_cases i <;> fin_cases j <;> simp [Matrix.mul_apply, Fin.sum_univ_succ]

/-- Two identical partial waves with different images: `Φᴴ X` is Hermitian, yet no
matrix `V` satisfies `V Φ = X`. -/
theorem dependent_waves_counterexample :
    ((!![1, 1; 0, 0] : Matrix (Fin 2) (Fin 2) ℂ)ᴴ * !![0, 0; 1, -1]).IsHermitian ∧
    ¬ ∃ V : Matrix (Fin 2) (Fin 2) ℂ, V * !![1, 1; 0, 0] = !![0, 0; 1, -1] := by
  constructor
  · have h : (!![1, 1; 0, 0] : Matrix (Fin 2) (Fin 2) ℂ)ᴴ * !![0, 0; 1, -1] = 0 := by
      ext i j
      fin_cases i <;> fin_cases j <;> simp [Matrix.mul_apply, Fin.sum_univ_succ]
    rw [h]
    exact Matrix.isHermitian_zero
  · rintro ⟨V, h⟩
    have h0 := congrFun (congrFun h 1) 0
    have h1 := congrFun (congrFun h 1) 1
    simp [Matrix.mul_apply, Fin.sum_univ_succ] at h0 h1
    rw [h0] at h1
    norm_num at h1

end

end SymmetricPotentialFromPartialWaves
```

```lean
#print axioms SymmetricPotentialFromPartialWaves.exists_hermitian_potential_iff
#print axioms SymmetricPotentialFromPartialWaves.hermitian_solutions_iff
#print axioms SymmetricPotentialFromPartialWaves.eq_symmetricPotential_of_strength_le
#print axioms SymmetricPotentialFromPartialWaves.dependent_waves_counterexample
```

```
'SymmetricPotentialFromPartialWaves.exists_hermitian_potential_iff' depends on axioms: [propext, Classical.choice, Quot.sound]
'SymmetricPotentialFromPartialWaves.hermitian_solutions_iff' depends on axioms: [propext, Classical.choice, Quot.sound]
'SymmetricPotentialFromPartialWaves.eq_symmetricPotential_of_strength_le' depends on axioms: [propext, Classical.choice, Quot.sound]
'SymmetricPotentialFromPartialWaves.dependent_waves_counterexample' depends on axioms: [propext, Classical.choice, Quot.sound]
```

## How the proof follows the algebra

`dual_mul_waves` proves \(P^\dagger\Phi=1\). It assumes that the determinant of the overlap matrix is zero and obtains a nonzero null vector `v`. The Mathlib lemma `conjTranspose_mul_self_mulVec_eq_zero` supplies the norm argument that turns \(\Phi^\dagger\Phi v=0\) into \(\Phi v=0\), which contradicts independence. The formula for \(P^\dagger\) comes from `dual_conjTranspose`.

`symmetricPotential_isHermitian` and `symmetricPotential_mul_waves` are the two halves of sufficiency. Both first rewrite the hypothesis on \(B\) as \(X^\dagger\Phi=\Phi^\dagger X\), named `hB'`. After `simp only` has expanded the products, `abel` reorders the sum in the first proof and cancels \(PB-PB\) in the second. Only the second needs independence: Lean gives the inverse of a singular matrix the value zero, so \(V_0\) is defined, and Hermitian, even for dependent waves.

`isHermitian_of_solution` is the necessity argument. The main theorem pairs it with the explicit witness `symmetricPotential Φ X`.

In `hermitian_solutions_iff`, the facts `hQ` and `hQΦ` record \(Q^\dagger=Q\) and \(Q\Phi=0\). For a given solution, `hDQ` is \(DQ=D\), and taking its adjoint with `congrArg conjTranspose` yields \(QD=D\). The proof then supplies \(D\) itself as \(W\). The reverse direction checks Hermiticity and the action on \(\Phi\) separately.

`strength_eq_trace` converts the sum of squared moduli into the real part of \(\operatorname{tr}V^2\), element by element. In `strength_solution`, `hPD` and `hDP` are \(P^\dagger D=0\) and \(DP=0\), and `hcross` combines them with the cyclic property of the trace to remove the cross term. The remaining rewriting expands \((V_0+D)^2\).

`eq_symmetricPotential_of_strength_le` takes a solution no stronger than \(V_0\). The additivity formula gives \(D\) a strength of at most zero. Two uses of `Finset.single_le_sum` bound each \(|D_{ij}|^2\) by its row sum and then by the total, so every element vanishes.

The two examples are checked entry by entry in `singular_witness` and `dependent_waves_counterexample`. For the identical waves, the proof reads off the lower row of \(V\Phi=X\). With Lean's indices starting at zero, the two entries demand \(V_{10}=1\) and \(V_{10}=-1\), and `norm_num` closes the contradiction.
